# For $a>0$ and $b\ge 2$, the $n(n+1)/2$ products of the orbitals $e^{-ab^i r}$, $0\le i<n$, are linearly independent on $r>0$

Q: When I build a mixed product basis, I multiply the radial functions in pairs, diagonalise the overlap matrix of the products and discard eigenvectors with small eigenvalues. Am I removing redundant functions, or approximating?

A: For purely exponential radial functions with exponents $ab^i$, where $a>0$ and the ratio $b$ is at least 2, you are approximating. No product is a linear combination of the others, so a basis that spans all products of $n$ such orbitals needs $n(n+1)/2$ functions. Any smaller basis loses part of the product space, though perhaps a part too small to matter.

Q: What exactly is an orbital here? My LAPW radial functions are numerical solutions in a sphere.

A: Here it is $\phi_\zeta(r)=e^{-\zeta r}$, a real function of the radius with exponent $\zeta$. There is no angular part, no power of $r$, no energy derivative and no interstitial plane wave, so the result describes a model and not your actual LAPW functions or local orbitals. Normalisation is left out as well: with the weight $r^2$ and $\zeta>0$, the normalised function is $2\zeta^{3/2}e^{-\zeta r}$, and nonzero factors do not affect independence.

```lean
import Mathlib

open Module

namespace MixedProductBasis

noncomputable section

/-- The radial orbital `exp (-ζ r)` with exponent `ζ`, as a function on `r > 0`. -/
def orbital (ζ : ℝ) : Set.Ioi (0 : ℝ) → ℝ := fun r => Real.exp (-ζ * (r : ℝ))
```

The type `Set.Ioi (0 : ℝ)` is the set of positive radii, so two orbitals are equal only if they agree at every $r>0$.

Q: My sphere ends at a finite radius.

A: The file treats the whole half-line. Passing to an interval takes a further argument: a finite sum of exponentials is analytic, so if it vanishes on an interval it vanishes everywhere.

Q: How are the products counted? If the definition lists only pairs $i\le j$, the quadratic growth might be built in.

A: The labels $i\le j$ are used for the independence statement. The product space is defined separately, as the span over all ordered pairs, and its dimension has to be proved.

```lean
/-- The index pairs `i ≤ j` that label the products of `n` orbitals. -/
abbrev Pairs (n : ℕ) := {p : Fin n × Fin n // p.1 ≤ p.2}

/-- The product of the two orbitals labelled by a pair `i ≤ j`. -/
def pairProduct {n : ℕ} (ζ : Fin n → ℝ) (p : Pairs n) : Set.Ioi (0 : ℝ) → ℝ :=
  orbital (ζ p.1.1) * orbital (ζ p.1.2)

/-- The space spanned by all products of two orbitals with exponents `ζ i`. -/
def productSpace {n : ℕ} (ζ : Fin n → ℝ) : Submodule ℝ (Set.Ioi (0 : ℝ) → ℝ) :=
  Submodule.span ℝ (Set.range fun p : Fin n × Fin n => orbital (ζ p.1) * orbital (ζ p.2))

/-- The geometric sequence of exponents `a b^i`, `i = 0, ..., n-1`. -/
def evenTempered (a b : ℝ) (n : ℕ) : Fin n → ℝ := fun i => a * b ^ (i : ℕ)
```

Here `evenTempered a b n` is the list of exponents $ab^i$ with $i=0,\dots,n-1$. Independence refers to the labelled family `pairProduct`: if two different labels give the same function, the family is dependent.

Q: Show me a small case before the general argument.

A: Take $a=1$, $b=2$, $n=3$, so the exponents are $1,2,4$. Since $e^{-\zeta r}e^{-\xi r}=e^{-(\zeta+\xi)r}$, the products have exponents

$$1+1=2,\quad 1+2=3,\quad 1+4=5,\quad 2+2=4,\quad 2+4=6,\quad 4+4=8.$$

All six differ, and the dimension is $6=3\cdot4/2$. With exponents $1,2,3$ instead, $1+3=2+2$, and only five distinct products remain.

Independent does not mean well conditioned. With the weight $r^2$ on the half-line, the normalised overlap of $e^{-sr}$ and $e^{-tr}$ is $\left(2\sqrt{st}/(s+t)\right)^3$. For $s=4$ and $t=5$ this is about $0.982$, so small overlap eigenvalues are to be expected even though no product is redundant.

The rule for multiplying exponentials is the first lemma, proved pointwise with `Real.exp_add`.

```lean
/-- The product of two orbitals is the orbital whose exponent is the sum. -/
theorem orbital_mul (ζ ξ : ℝ) : orbital ζ * orbital ξ = orbital (ζ + ξ) := by
  funext r
  change Real.exp (-ζ * (r : ℝ)) * Real.exp (-ξ * (r : ℝ)) = Real.exp (-(ζ + ξ) * (r : ℝ))
  rw [← Real.exp_add]
  congr 1
  ring
```

Q: Distinct exponents give distinct functions, but why independent ones?

A: Let $c_j$ be finitely many distinct exponents, and suppose $\sum_j g_j e^{-c_j r}=0$ for all $r>0$. Write $x_j=e^{-c_j}$; these numbers are distinct and nonzero. Sampling at $r=m+1$ for $m=0,1,2,\dots$ gives

$$\sum_j g_j x_j\,x_j^m=0 .$$

Taking linear combinations over $m$ gives $\sum_j g_j x_j\,p(x_j)=0$ for every polynomial $p$. Now choose $p(X)=\prod_{k\ne i}(X-x_k)$, which vanishes at every node except $x_i$. What remains is

$$g_i x_i\prod_{k\ne i}(x_i-x_k)=0 .$$

All factors after $g_i$ are nonzero, so $g_i=0$. This works for each $i$.

```lean
/-- Finitely many orbitals with pairwise distinct exponents are linearly independent
on `r > 0`. -/
theorem orbital_linearIndependent {ι : Type*} [Fintype ι] {c : ι → ℝ}
    (hc : Function.Injective c) : LinearIndependent ℝ (fun i => orbital (c i)) := by
  classical
  rw [Fintype.linearIndependent_iff]
  intro g hg i
  -- sampling at r = m + 1 gives vanishing power sums
  have hpow : ∀ m : ℕ, ∑ j, g j * Real.exp (-c j) * Real.exp (-c j) ^ m = 0 := by
    intro m
    have h := congrFun hg ⟨(m : ℝ) + 1, Set.mem_Ioi.mpr (by positivity)⟩
    simp only [Finset.sum_apply, Pi.smul_apply, smul_eq_mul, Pi.zero_apply, orbital] at h
    refine (Finset.sum_congr rfl fun j _ => ?_).trans h
    rw [mul_assoc, ← Real.exp_nat_mul, ← Real.exp_add]
    congr 2
    ring
  -- hence the sum against every polynomial vanishes
  have hpoly : ∀ p : Polynomial ℝ,
      ∑ j, g j * Real.exp (-c j) * p.eval (Real.exp (-c j)) = 0 := by
    intro p
    simp only [Polynomial.eval_eq_sum_range, Finset.mul_sum]
    rw [Finset.sum_comm]
    refine Finset.sum_eq_zero fun m _ => ?_
    have h : ∑ j, g j * Real.exp (-c j) * (p.coeff m * Real.exp (-c j) ^ m)
        = p.coeff m * ∑ j, g j * Real.exp (-c j) * Real.exp (-c j) ^ m := by
      rw [Finset.mul_sum]
      exact Finset.sum_congr rfl fun j _ => by ring
    rw [h, hpow, mul_zero]
  -- a polynomial that vanishes at all other nodes isolates the coefficient g i
  have h := hpoly (∏ k ∈ Finset.univ.erase i,
    (Polynomial.X - Polynomial.C (Real.exp (-c k))))
  simp only [Polynomial.eval_prod, Polynomial.eval_sub, Polynomial.eval_X,
    Polynomial.eval_C] at h
  have h' : g i * Real.exp (-c i) *
      ∏ k ∈ Finset.univ.erase i, (Real.exp (-c i) - Real.exp (-c k)) = 0 := by
    refine (Finset.sum_eq_single i ?_ ?_).symm.trans h
    · intro j _ hj
      have hz : ∏ k ∈ Finset.univ.erase i, (Real.exp (-c j) - Real.exp (-c k)) = 0 :=
        Finset.prod_eq_zero (Finset.mem_erase.mpr ⟨hj, Finset.mem_univ j⟩) (sub_self _)
      rw [hz, mul_zero]
    · intro hi
      exact absurd (Finset.mem_univ i) hi
  have hne : ∏ k ∈ Finset.univ.erase i, (Real.exp (-c i) - Real.exp (-c k)) ≠ 0 :=
    Finset.prod_ne_zero_iff.mpr fun k hk => sub_ne_zero.mpr fun e =>
      Finset.ne_of_mem_erase hk (hc (neg_injective (Real.exp_injective e))).symm
  exact (mul_eq_zero.mp ((mul_eq_zero.mp h').resolve_right hne)).resolve_right
    (Real.exp_ne_zero _)
```

In the code, `hpow` is the sampled identity and `hpoly` its extension to polynomials, obtained by expanding $p$ and exchanging the two sums. `Finset.sum_eq_single` then keeps only the term $j=i$, giving `h'`, and `hne` states that the remaining product is nonzero.

Q: So the whole question reduces to coincidences among sums of exponents?

A: Yes, for any list of exponents. The dimension of the product space equals the number of distinct values $\zeta_i+\zeta_j$. The proof rewrites the spanning set as orbitals labelled by these distinct sums, `S`, and applies the independence just shown.

```lean
/-- For any exponents, the dimension of the product space is the number of distinct
sums `ζ i + ζ j`. -/
theorem finrank_productSpace {n : ℕ} (ζ : Fin n → ℝ) :
    finrank ℝ (productSpace ζ) =
      (Finset.univ.image fun p : Fin n × Fin n => ζ p.1 + ζ p.2).card := by
  set S := Finset.univ.image fun p : Fin n × Fin n => ζ p.1 + ζ p.2 with hS
  have hr : (Set.range fun p : Fin n × Fin n => orbital (ζ p.1) * orbital (ζ p.2))
      = Set.range fun s : S => orbital (s : ℝ) := by
    ext f
    constructor
    · rintro ⟨p, rfl⟩
      exact ⟨⟨ζ p.1 + ζ p.2, Finset.mem_image_of_mem _ (Finset.mem_univ p)⟩,
        (orbital_mul _ _).symm⟩
    · rintro ⟨⟨s, hs⟩, rfl⟩
      obtain ⟨p, _, rfl⟩ := Finset.mem_image.mp hs
      exact ⟨p, orbital_mul _ _⟩
  rw [productSpace, hr,
    finrank_span_eq_card (orbital_linearIndependent Subtype.val_injective), Fintype.card_coe]
```

Q: Where does the ratio enter?

A: It ensures that a sum determines its pair. Suppose $i\le j$, $k\le l$ and $b^i+b^j=b^k+b^l$. If $j<l$, then

$$b^i+b^j\le 2b^j\le b^{j+1}\le b^l<b^k+b^l,$$

a contradiction. Exchanging the two pairs excludes $l<j$, so $j=l$. Then $b^i=b^k$, and since $b>1$, $i=k$.

```lean
/-- For a ratio `b ≥ 2`, the sum `b^i + b^j` with `i ≤ j` determines both indices. -/
theorem pair_sum_injective {b : ℝ} (hb : 2 ≤ b) {i j k l : ℕ} (hij : i ≤ j) (hkl : k ≤ l)
    (h : b ^ i + b ^ j = b ^ k + b ^ l) : i = k ∧ j = l := by
  have h1 : 1 < b := by linarith
  -- the larger index dominates the sum
  have key : ∀ i j k l : ℕ, i ≤ j → j < l → b ^ i + b ^ j < b ^ k + b ^ l := by
    intro i j k l hij hjl
    have e1 : b ^ i ≤ b ^ j := pow_le_pow_right₀ h1.le hij
    have e2 : b ^ (j + 1) ≤ b ^ l := pow_le_pow_right₀ h1.le hjl
    have e3 : 0 < b ^ k := by positivity
    have e4 : 0 < b ^ j := by positivity
    rw [pow_succ] at e2
    nlinarith
  have hjl : j = l := by
    rcases lt_trichotomy j l with hlt | heq | hgt
    · exact absurd h (key i j k l hij hlt).ne
    · exact heq
    · exact absurd h (key k l i j hkl hgt).ne'
  subst hjl
  refine ⟨?_, rfl⟩
  rcases lt_trichotomy i k with hlt | heq | hgt
  · linarith [pow_lt_pow_right₀ h1 hlt]
  · exact heq
  · linarith [pow_lt_pow_right₀ h1 hgt]
```

The inequality is `key`, where `nlinarith` combines the individual estimates. The two uses of `lt_trichotomy` settle first the larger index and then the smaller one.

Q: Then the main theorem should be short.

A: It is. The products are rewritten as single orbitals with summed exponents. If two such exponents agree, the factor $a$ cancels and the previous lemma identifies the pairs.

```lean
/-- For `a > 0` and `b ≥ 2`, the products over pairs `i ≤ j` of the orbitals
`exp (-a b^i r)`, `i = 0, ..., n-1`, are linearly independent on `r > 0`. -/
theorem evenTempered_products_linearIndependent {a b : ℝ} (ha : 0 < a) (hb : 2 ≤ b)
    (n : ℕ) : LinearIndependent ℝ (pairProduct (evenTempered a b n)) := by
  have hp : pairProduct (evenTempered a b n) = fun p : Pairs n =>
      orbital (evenTempered a b n p.1.1 + evenTempered a b n p.1.2) :=
    funext fun p => orbital_mul _ _
  rw [hp]
  apply orbital_linearIndependent
  rintro ⟨⟨i, j⟩, hij⟩ ⟨⟨k, l⟩, hkl⟩ h
  have hij' : (i : ℕ) ≤ (j : ℕ) := hij
  have hkl' : (k : ℕ) ≤ (l : ℕ) := hkl
  have h' : b ^ (i : ℕ) + b ^ (j : ℕ) = b ^ (k : ℕ) + b ^ (l : ℕ) := by
    apply mul_left_cancel₀ ha.ne'
    simp only [evenTempered] at h
    linarith
  obtain ⟨h1, h2⟩ := pair_sum_injective hb hij' hkl' h'
  obtain rfl := Fin.ext h1
  obtain rfl := Fin.ext h2
  rfl
```

In words: for real $a>0$, real $b\ge2$ and every natural number $n$, including zero, the family of products labelled by $i\le j$ is linearly independent over the reals. Positivity of $a$ makes the orbitals decay, as bound-state functions should; the cancellation itself uses only $a\ne0$.

Q: And the dimension?

A: First count the labels. For each $j$ there are $j+1$ choices of $i\le j$, so the total is

$$\sum_{j=0}^{n-1}(j+1)=\frac{n(n+1)}2 .$$

In Lean, `hrow` counts one row and `hsum` proves the doubled sum by induction. The division in the statement is between natural numbers, and it leaves no remainder because $n(n+1)$ is even.

```lean
/-- There are `n (n + 1) / 2` index pairs `i ≤ j`. -/
theorem card_pairs (n : ℕ) : Fintype.card (Pairs n) = n * (n + 1) / 2 := by
  have hrow : ∀ j : Fin n, (∑ i : Fin n, if i ≤ j then 1 else 0) = (j : ℕ) + 1 := by
    intro j
    have hf : (Finset.univ.filter fun i : Fin n => i ≤ j) = Finset.Iic j := by
      ext i
      simp
    rw [← Finset.card_filter, hf, Fin.card_Iic]
  have hsum : ∀ m : ℕ, 2 * ∑ j ∈ Finset.range m, (j + 1) = m * (m + 1) := by
    intro m
    induction m with
    | zero => simp
    | succ m ih => rw [Finset.sum_range_succ, mul_add, ih]; ring
  rw [Fintype.card_subtype, Finset.card_filter, Fintype.sum_prod_type_right]
  simp only [hrow]
  rw [Fin.sum_univ_eq_sum_range (fun j => j + 1) n]
  have := hsum n
  omega
```

The product space was defined with ordered pairs, so one more step is needed: if $i>j$, exchange the two factors. That is the case split on `le_total`, with `mul_comm` for the exchanged case. The span of an independent family has dimension equal to the number of its members.

```lean
/-- For `a > 0` and `b ≥ 2`, the product space of the `n` orbitals `exp (-a b^i r)` has
dimension `n (n + 1) / 2`. -/
theorem finrank_evenTempered {a b : ℝ} (ha : 0 < a) (hb : 2 ≤ b) (n : ℕ) :
    finrank ℝ (productSpace (evenTempered a b n)) = n * (n + 1) / 2 := by
  -- exchanging the two factors brings every product to the form i ≤ j
  have hr : (Set.range fun p : Fin n × Fin n =>
      orbital (evenTempered a b n p.1) * orbital (evenTempered a b n p.2))
      = Set.range (pairProduct (evenTempered a b n)) := by
    ext f
    constructor
    · rintro ⟨⟨i, j⟩, rfl⟩
      rcases le_total i j with h | h
      · exact ⟨⟨(i, j), h⟩, rfl⟩
      · exact ⟨⟨(j, i), h⟩, mul_comm _ _⟩
    · rintro ⟨p, rfl⟩
      exact ⟨p.1, rfl⟩
  rw [productSpace, hr,
    finrank_span_eq_card (evenTempered_products_linearIndependent ha hb n), card_pairs]
```

Q: Is quadratic growth special to this spacing?

A: It depends on the spacing. Take $n+1$ orbitals with exponents $c+id$, $i=0,\dots,n$, and $d\ne0$. Their pair sums are $2c+md$ with $m=i+j$. Every $m$ from $0$ to $2n$ occurs, for instance with $i=\min(m,n)$ and $j=m-i$, and different $m$ give different sums. The dimension is therefore $2n+1$, which is linear in the number of orbitals.

```lean
/-- For `n + 1` orbitals with equally spaced exponents `c + i d`, `d ≠ 0`, the product
space has dimension `2 n + 1`. -/
theorem finrank_equallySpaced (c : ℝ) {d : ℝ} (hd : d ≠ 0) (n : ℕ) :
    finrank ℝ (productSpace fun i : Fin (n + 1) => c + ((i : ℕ) : ℝ) * d) = 2 * n + 1 := by
  have himg : (Finset.univ.image fun p : Fin (n + 1) × Fin (n + 1) =>
      (c + ((p.1 : ℕ) : ℝ) * d) + (c + ((p.2 : ℕ) : ℝ) * d))
      = (Finset.range (2 * n + 1)).image fun m : ℕ => 2 * c + (m : ℝ) * d := by
    ext x
    simp only [Finset.mem_image, Finset.mem_univ, true_and, Finset.mem_range, Prod.exists]
    constructor
    · rintro ⟨i, j, rfl⟩
      have hi := i.isLt
      have hj := j.isLt
      exact ⟨(i : ℕ) + (j : ℕ), by omega, by push_cast; ring⟩
    · rintro ⟨m, hm, rfl⟩
      obtain ⟨i, j, hi, hj, rfl⟩ : ∃ i j : ℕ, i < n + 1 ∧ j < n + 1 ∧ i + j = m :=
        ⟨min m n, m - min m n, by omega, by omega, by omega⟩
      exact ⟨⟨i, hi⟩, ⟨j, hj⟩, by push_cast; ring⟩
  have hinj : Function.Injective fun m : ℕ => 2 * c + (m : ℝ) * d := by
    intro m k h
    have h' : (m : ℝ) * d = (k : ℝ) * d := by
      dsimp only at h
      linarith
    exact_mod_cast mul_right_cancel₀ hd h'
  rw [finrank_productSpace, himg, Finset.card_image_of_injective _ hinj, Finset.card_range]
```

Here `himg` identifies the set of sums and `hinj` shows that they are distinct; the general count of distinct sums does the rest.

Q: Could I use a geometric sequence with a smaller ratio?

A: Sometimes, but $b>1$ alone is not enough. The golden ratio $b=(1+\sqrt5)/2$ satisfies $b^2=b+1$, hence $b^3=b^2+b=2b+1$ and

$$1+b^3=2b+2=2b^2 .$$

With four orbitals, the product of numbers $0$ and $3$ is then the same function as the square of number $2$.

```lean
/-- When the ratio `b` is the golden ratio `(1 + √5) / 2`, the pair products of the four
orbitals `exp (-a b^i r)` are linearly dependent. -/
theorem goldenRatio_products_dependent (a : ℝ) :
    ¬ LinearIndependent ℝ (pairProduct (evenTempered a ((1 + √5) / 2) 4)) := by
  intro h
  -- the exponents satisfy 1 + b³ = b² + b²
  have heq : pairProduct (evenTempered a ((1 + √5) / 2) 4) ⟨(0, 3), by decide⟩
      = pairProduct (evenTempered a ((1 + √5) / 2) 4) ⟨(2, 2), le_rfl⟩ := by
    simp only [pairProduct, orbital_mul]
    refine congrArg orbital ?_
    change a * ((1 + √5) / 2) ^ 0 + a * ((1 + √5) / 2) ^ 3
      = a * ((1 + √5) / 2) ^ 2 + a * ((1 + √5) / 2) ^ 2
    have h5 : √5 ^ 2 = (5 : ℝ) := Real.sq_sqrt (by norm_num)
    linear_combination (a * ((1 + √5) / 2 - 1) / 4) * h5
  have e : (0 : Fin 4) = 2 := congrArg (fun p : Pairs 4 => p.1.1) (h.injective heq)
  exact absurd e (by decide)

end

end MixedProductBasis
```

The proof derives this equality from $(\sqrt5)^2=5$ with `linear_combination`. An independent family cannot repeat a function, so `h.injective` would force the labels $(0,3)$ and $(2,2)$ to coincide. For any other ratio below 2, you can count the distinct pair sums of your own exponents, and `finrank_productSpace` turns that count into the dimension.

```lean
#print axioms MixedProductBasis.evenTempered_products_linearIndependent
#print axioms MixedProductBasis.finrank_evenTempered
#print axioms MixedProductBasis.finrank_equallySpaced
#print axioms MixedProductBasis.goldenRatio_products_dependent
```

```
'MixedProductBasis.evenTempered_products_linearIndependent' depends on axioms: [propext, Classical.choice, Quot.sound]
'MixedProductBasis.finrank_evenTempered' depends on axioms: [propext, Classical.choice, Quot.sound]
'MixedProductBasis.finrank_equallySpaced' depends on axioms: [propext, Classical.choice, Quot.sound]
'MixedProductBasis.goldenRatio_products_dependent' depends on axioms: [propext, Classical.choice, Quot.sound]
```
